# The diagonal Born–Oppenheimer correction of a one-electron atom in its 1s state is Z²/(2M) in atomic units

An electron bound to a nucleus of finite mass does not orbit a fixed point: the nucleus recoils. The Born–Oppenheimer approximation clamps the nucleus and solves for the electron. The diagonal correction to it adds the expectation value of the nuclear kinetic energy operator acting on the electronic wave function, which depends on the nuclear position. For a non-relativistic atom with one electron the recoil can also be treated exactly, by replacing the electron mass with the reduced mass. How far apart are the two answers?

Let the nucleus be a point charge Z of mass M, in atomic units, so that M counts electron masses and energies are in hartree. For the 1s state the diagonal correction is Z²/(2M), and it exceeds the exact shift of the 1s level by Z²/(2M(M + 1)). In rovibrational spectroscopy such corrections are added to potential energy curves; in this non-relativistic one-electron atom the correction is a single constant that can be compared with an exact result.

## The correction and the mass shift by hand

Write the 1s orbital with exponent ζ > 0 as a function of the electron–nucleus distance r:

ψ(r) = √(ζ³/π) e^(−ζr)

For a natural number n and b > 0, the substitution t = br turns the integral of rⁿ e^(−br) into Euler's integral for the Gamma function:

∫₀^∞ rⁿ e^(−br) dr = Γ(n + 1)/bⁿ⁺¹ = n!/bⁿ⁺¹

With n = 2 and b = 2ζ this gives the normalisation:

∫₀^∞ 4πr² ψ² dr = 4ζ³ ∫₀^∞ r² e^(−2ζr) dr = 4ζ³ · 2/(2ζ)³ = 1

Since ψ′ = −ζψ, the squared gradient integrates to

∫₀^∞ 4πr² ψ′² dr = ζ² ∫₀^∞ 4πr² ψ² dr = ζ²

The orbital follows the nucleus rigidly: it depends on the electron position x and the nuclear position R only through x − R. Its gradient with respect to R is therefore minus its gradient with respect to x, and the squares agree. The diagonal correction is 1/(2M) times the integral of the squared nuclear gradient. For the clamped nucleus ζ = Z, so the correction is Z²/(2M).

For the exact shift, let μ be the reduced mass. Differentiating rψ twice gives

(rψ)′ = (1 − ζr)ψ

(rψ)″ = −ζψ − ζ(1 − ζr)ψ = (ζ²r − 2ζ)ψ

The Hamiltonian for zero angular momentum then acts as

−(1/(2μ)) (rψ)″/r − (Z/r)ψ = −(ζ²/(2μ))ψ + ((ζ/μ − Z)/r)ψ

The choice ζ = μZ removes the 1/r term and leaves the energy −μZ²/2. Going from μ = 1 to μ = M/(M + 1) raises the level by

Z²/2 − (M/(M + 1)) Z²/2 = Z²/(2(M + 1))

and the excess of the diagonal correction is

Z²/(2M) − Z²/(2(M + 1)) = Z²/(2M(M + 1))

For hydrogen Z = 1, the orbital is e^(−r)/√π, and both integrals equal 1. With M = 1836.15 and 219474.63 cm⁻¹ per hartree the correction is about 59.76 cm⁻¹, and the excess is about 0.03 cm⁻¹.

## Orbital, correction and levels as Lean definitions

```lean
import Mathlib

open MeasureTheory Set
open scoped Real

namespace HydrogenDiagonalCorrection

noncomputable section
```

The orbital is a real function of two real arguments, the exponent and the distance.

```lean
/-- The 1s orbital with exponent `ζ`, as a function of the distance `r` from the nucleus. -/
def orbital (ζ r : ℝ) : ℝ := √(ζ ^ 3 / π) * Real.exp (-ζ * r)
```

Integration over space is defined directly as a radial integral over r > 0 with weight 4πr². The passage from three dimensions to one is thus part of the definition.

```lean
/-- The integral over all space of a spherically symmetric function. -/
def spaceIntegral (f : ℝ → ℝ) : ℝ := ∫ r in Ioi (0 : ℝ), 4 * π * r ^ 2 * f r
```

The correction contains the square of the radial derivative. The rigid following of the nucleus, which equates the nuclear and electronic gradients up to sign, is the physical assumption built in here. The argument `ζ` is free; later it is set to the nuclear charge.

```lean
/-- The diagonal correction in hartree for a nucleus of mass `M` carrying a 1s orbital of
exponent `ζ`: the integral of the squared gradient, divided by `2M`. -/
def diagonalCorrection (M ζ : ℝ) : ℝ :=
  1 / (2 * M) * spaceIntegral (fun r => (deriv (orbital ζ) r) ^ 2)
```

The radial Hamiltonian has the Coulomb attraction of a point nucleus and no relativistic or spin terms.

```lean
/-- The Hamiltonian for zero angular momentum, with reduced mass `μ` and nuclear charge `Z`;
the Laplacian of `ψ` is written as `(r ψ)'' / r`. -/
def radialHamiltonian (μ Z : ℝ) (ψ : ℝ → ℝ) (r : ℝ) : ℝ :=
  -(1 / (2 * μ)) * (deriv (deriv (fun x => x * ψ x)) r / r) - Z / r * ψ r
```

The level is introduced as a formula, which the eigenvalue equation below justifies.

```lean
/-- The 1s level in hartree for reduced mass `μ` and nuclear charge `Z`. -/
def groundEnergy (μ Z : ℝ) : ℝ := -(μ * Z ^ 2 / 2)
```

The mass shift is the difference of two such levels, taken at nuclear charge `Z`.

```lean
/-- The change of the 1s level when the electron mass is replaced by the reduced mass
`M / (M + 1)`. -/
def massShift (M Z : ℝ) : ℝ := groundEnergy (M / (M + 1)) Z - groundEnergy 1 Z
```

## Normalisation and the gradient integral

Mathlib states Euler's integral for real exponents. The first lemma takes the exponent parameter to be n + 1, turns the real powers into natural ones and the Gamma value into a factorial.

```lean
/-- The integral of a power of `r` times a decaying exponential over `r > 0`. -/
theorem integral_pow_mul_exp (n : ℕ) {b : ℝ} (hb : 0 < b) :
    ∫ r in Ioi (0 : ℝ), r ^ n * Real.exp (-(b * r)) = (n.factorial : ℝ) / b ^ (n + 1) := by
  -- this is Euler's integral for the Gamma function at an integer
  have h := Real.integral_rpow_mul_exp_neg_mul_Ioi (a := (n : ℝ) + 1) (r := b)
    (by positivity) hb
  have e1 : (n : ℝ) + 1 - 1 = n := by ring
  have e2 : (1 / b) ^ ((n : ℝ) + 1) = (1 / b) ^ (n + 1) := by
    exact_mod_cast Real.rpow_natCast (1 / b) (n + 1)
  rw [Real.Gamma_nat_eq_factorial, e1, e2] at h
  simp only [Real.rpow_natCast] at h
  rw [h, one_div, inv_pow, div_eq_mul_inv, mul_comm]
```

Squaring the orbital removes the square root, which requires ζ³/π to be non-negative, and merges the two exponentials.

```lean
/-- The electron density of the 1s orbital. -/
theorem orbital_sq {ζ : ℝ} (hζ : 0 ≤ ζ) (r : ℝ) :
    (orbital ζ r) ^ 2 = ζ ^ 3 / π * Real.exp (-(2 * ζ * r)) := by
  rw [orbital, mul_pow, Real.sq_sqrt (by positivity), sq (Real.exp _), ← Real.exp_add]
  congr 2
  ring
```

The chain rule gives ψ′ = −ζψ at every real r.

```lean
/-- The radial derivative of the 1s orbital is `-ζ` times the orbital. -/
theorem hasDerivAt_orbital (ζ r : ℝ) :
    HasDerivAt (orbital ζ) (-ζ * orbital ζ r) r := by
  have h : HasDerivAt (fun x : ℝ => -ζ * x) (-ζ) r :=
    ((hasDerivAt_id' r).const_mul (-ζ)).congr_deriv (by ring)
  exact (h.exp.const_mul (√(ζ ^ 3 / π))).congr_deriv (by unfold orbital; ring)
```

For the normalisation, the integrand is rewritten as the constant 4ζ³ times r² e^(−2ζr). The constant is taken out of the integral, and the factorial formula with n = 2 finishes the calculation.

```lean
/-- The 1s orbital is normalised. -/
theorem orbital_normalised {ζ : ℝ} (hζ : 0 < ζ) :
    spaceIntegral (fun r => (orbital ζ r) ^ 2) = 1 := by
  have hζ' : ζ ≠ 0 := hζ.ne'
  have e : (fun r : ℝ => 4 * π * r ^ 2 * (orbital ζ r) ^ 2)
      = fun r => 4 * ζ ^ 3 * (r ^ 2 * Real.exp (-(2 * ζ * r))) := by
    funext r
    rw [orbital_sq hζ.le]
    have hπ : π ≠ 0 := Real.pi_ne_zero
    field_simp
  have h2 : ((Nat.factorial 2 : ℕ) : ℝ) = 2 := by norm_num [Nat.factorial]
  simp only [spaceIntegral]
  rw [e, integral_const_mul, integral_pow_mul_exp 2 (by positivity : 0 < 2 * ζ), h2]
  field_simp
  ring
```

The gradient integral needs no new integration. After ψ′ has been replaced by −ζψ, the integrand is ζ² times the one just treated.

```lean
/-- The integral of the squared gradient of the 1s orbital is the square of its exponent. -/
theorem orbital_gradient {ζ : ℝ} (hζ : 0 < ζ) :
    spaceIntegral (fun r => (deriv (orbital ζ) r) ^ 2) = ζ ^ 2 := by
  have e : (fun r : ℝ => 4 * π * r ^ 2 * (deriv (orbital ζ) r) ^ 2)
      = fun r => ζ ^ 2 * (4 * π * r ^ 2 * (orbital ζ r) ^ 2) := by
    funext r
    rw [(hasDerivAt_orbital ζ r).deriv]
    ring
  have h := orbital_normalised hζ
  simp only [spaceIntegral] at h ⊢
  rw [e, integral_const_mul, h, mul_one]
```

## The second derivative and the eigenvalue equation

```lean
/-- The second derivative of `r` times the 1s orbital. -/
theorem deriv_deriv_radial (ζ r : ℝ) :
    deriv (deriv (fun x => x * orbital ζ x)) r = (ζ ^ 2 * r - 2 * ζ) * orbital ζ r := by
  have h1 : deriv (fun x => x * orbital ζ x) = fun x => (1 - ζ * x) * orbital ζ x := by
    funext x
    exact (((hasDerivAt_id' x).fun_mul (hasDerivAt_orbital ζ x)).congr_deriv
      (by ring)).deriv
  have h2 : HasDerivAt (fun x => (1 - ζ * x) * orbital ζ x)
      ((ζ ^ 2 * r - 2 * ζ) * orbital ζ r) r :=
    ((((hasDerivAt_id' r).const_mul ζ).const_sub 1).fun_mul
      (hasDerivAt_orbital ζ r)).congr_deriv (by ring)
  rw [h1, h2.deriv]
```

The derivative calculations turn on `HasDerivAt`. The expression `deriv f r` is only a number attached to a function and a point; a proof of `HasDerivAt f c r` says that f is differentiable at r with derivative c. Such proofs are assembled by the rules of calculus, and `fun_mul` is the product rule. Applied to rψ, it returns the derivative in the raw form 1·ψ + r·(−ζψ). The step `congr_deriv` exchanges this value for (1 − ζr)ψ, given a proof by `ring` that the two are equal, and `.deriv` then extracts an equation for `deriv`.

The first derivative has to be known as an equality of functions, which `funext` supplies, because the outer `deriv` acts on a whole function and not on its value at one point. With that in place, the second differentiation repeats the same pattern.

The next theorem combines normalisation with the eigenvalue equation for all r > 0, given positive μ and Z. Once the second derivative has been inserted, every term is proportional to ψ(r). The proof replaces that value by an arbitrary number `p`, and what remains is an identity between rational expressions, in which the 1/r terms cancel as they did by hand.

```lean
/-- For reduced mass `μ` and nuclear charge `Z`, the 1s orbital with exponent `μ Z` is
normalised and solves the radial Schrödinger equation with energy `groundEnergy μ Z`. -/
theorem orbital_eigenstate {μ Z : ℝ} (hμ : 0 < μ) (hZ : 0 < Z) :
    spaceIntegral (fun r => (orbital (μ * Z) r) ^ 2) = 1 ∧
    ∀ r, 0 < r → radialHamiltonian μ Z (orbital (μ * Z)) r
      = groundEnergy μ Z * orbital (μ * Z) r := by
  refine ⟨orbital_normalised (mul_pos hμ hZ), fun r hr => ?_⟩
  have hμ' : μ ≠ 0 := hμ.ne'
  have hr' : r ≠ 0 := hr.ne'
  rw [radialHamiltonian, deriv_deriv_radial, groundEnergy]
  -- the two terms in `1 / r` cancel
  generalize orbital (μ * Z) r = p
  field_simp
  ring
```

This shows that the formula for the level belongs to a normalised solution. That it is the lowest level is familiar physics, used here only in the name `groundEnergy`.

## The excess over the reduced-mass shift

The general theorem assumes M > 0 and Z > 0 and states two equations: the value of the correction, and its difference from the mass shift. The first follows from the gradient integral with ζ = Z, the second by clearing denominators.

```lean
/-- For a one-electron atom of nuclear charge `Z` and nuclear mass `M`, the diagonal correction
is `Z² / (2M)` and exceeds the reduced-mass shift by `Z² / (2M(M + 1))`. -/
theorem diagonalCorrection_eq {M Z : ℝ} (hM : 0 < M) (hZ : 0 < Z) :
    diagonalCorrection M Z = Z ^ 2 / (2 * M) ∧
    diagonalCorrection M Z - massShift M Z = Z ^ 2 / (2 * M * (M + 1)) := by
  have hM' : M ≠ 0 := hM.ne'
  have hM1 : M + 1 ≠ 0 := by positivity
  have h : diagonalCorrection M Z = Z ^ 2 / (2 * M) := by
    rw [diagonalCorrection, orbital_gradient hZ]
    ring
  refine ⟨h, ?_⟩
  rw [h, massShift, groundEnergy, groundEnergy]
  field_simp
  ring
```

The condition on Z matters. Take Z = −1, a nucleus that repels the electron and has no bound state. Then Z³/π is negative, and Lean's real square root returns 0 for negative arguments, so the orbital vanishes everywhere. The correction becomes 0, whereas Z²/(2M) would be 1/(2M), and the first equation fails.

## Hydrogen in wavenumbers

Setting Z = 1 gives three statements for every M > 0: the familiar form of the orbital, the correction 1/(2M), and the excess, with the mass shift written out as 1/2 − M/(2(M + 1)).

```lean
/-- For hydrogen the orbital is `exp(-r) / √π`, the diagonal correction is `1 / (2M)` hartree,
and it exceeds `1/2 - M / (2(M + 1))` by `1 / (2M(M + 1))`. -/
theorem hydrogen_correction {M : ℝ} (hM : 0 < M) :
    (∀ r, orbital 1 r = Real.exp (-r) / √π) ∧
    diagonalCorrection M 1 = 1 / (2 * M) ∧
    diagonalCorrection M 1 - (1 / 2 - M / (2 * (M + 1))) = 1 / (2 * M * (M + 1)) := by
  have hM' : M ≠ 0 := hM.ne'
  have hM1 : M + 1 ≠ 0 := by positivity
  have h : diagonalCorrection M 1 = 1 / (2 * M) := by
    rw [(diagonalCorrection_eq hM one_pos).1, one_pow]
  refine ⟨fun r => ?_, h, ?_⟩
  · rw [orbital, one_pow, Real.sqrt_div zero_le_one, Real.sqrt_one, neg_one_mul]
    ring
  · rw [h]
    field_simp
    ring
```

The last theorem inserts numbers. The value 1836.15 stands for the proton mass in electron masses, and 219474.63 for the conversion from hartree to cm⁻¹; both are treated as exact decimals, without uncertainties. The correction is replaced by 1/(2M), and `norm_num` checks the two inequalities in rational arithmetic.

```lean
/-- With `M = 1836.15` and 219474.63 cm⁻¹ per hartree, the diagonal correction of hydrogen
lies between 59.7 and 59.8 cm⁻¹. -/
theorem hydrogen_correction_wavenumber :
    59.7 < 219474.63 * diagonalCorrection 1836.15 1 ∧
    219474.63 * diagonalCorrection 1836.15 1 < 59.8 := by
  rw [(hydrogen_correction (by norm_num : (0 : ℝ) < 1836.15)).2.1]
  constructor <;> norm_num

end

end HydrogenDiagonalCorrection
```

```lean
#print axioms HydrogenDiagonalCorrection.orbital_eigenstate
#print axioms HydrogenDiagonalCorrection.diagonalCorrection_eq
#print axioms HydrogenDiagonalCorrection.hydrogen_correction_wavenumber
```

```
'HydrogenDiagonalCorrection.orbital_eigenstate' depends on axioms: [propext, Classical.choice, Quot.sound]
'HydrogenDiagonalCorrection.diagonalCorrection_eq' depends on axioms: [propext, Classical.choice, Quot.sound]
'HydrogenDiagonalCorrection.hydrogen_correction_wavenumber' depends on axioms: [propext, Classical.choice, Quot.sound]
```
